# The exchange hole of augmented pair densities with total charges δᵢⱼ sums to −1 wherever the density is nonzero

Let $n_{ij}(r)$ be the augmented pair densities of $M$ occupied orbitals on a finite grid, with

$$n_{ji}(r)=\overline{n_{ij}(r)},\qquad \sum_r n_{ij}(r)=\delta_{ij}.$$

If the density $n(r)=\sum_i n_{ii}(r)$ is nonzero at a point $r$, then the exchange hole about $r$,

$$h(r,s)=-\frac{E(r,s)}{n(r)},\qquad E(r,s)=\sum_{ij}n_{ij}(r)\,n_{ji}(s),$$

is real and satisfies $\sum_s h(r,s)=-1$. These two conditions alone do not exclude a positive hole at some points.

In an ultrasoft pseudopotential calculation, $n_{ij}$ is the product $\overline{\varphi_i}\varphi_j$ of smooth orbitals, summed over spin, plus augmentation charges localised near the atoms. The second condition stands for orthonormality in the generalised overlap: the augmentation restores the charge that the smooth product lacks. The orbitals are singly occupied spin orbitals, and the quadrature weight of each grid point is absorbed into $n_{ij}(r)$, so $h(r,s)$ is the hole charge assigned to the point $s$.

## Derivation of the sum rule and the sign of the hole

**Reality.** Conjugation turns $n_{ii}(r)$ into itself, so $n(r)$ is real. For the pair function,

$$\overline{E(r,s)}=\sum_{ij}n_{ji}(r)\,n_{ij}(s)=E(r,s),$$

where the last step exchanges the names $i$ and $j$. The quotient $h(r,s)$ is therefore real.

**Sum rule.** Write $S_{ij}=\sum_r n_{ij}(r)$ for the total pair charges. Only the second factor of $E(r,s)$ depends on $s$, so

$$\sum_s h(r,s)=-\frac{1}{n(r)}\sum_{ij}n_{ij}(r)\,S_{ji}.$$

This equals $-1$ exactly when $\sum_{ij}n_{ij}(r)S_{ji}=n(r)$. For $S_{ji}=\delta_{ji}$ the double sum reduces to $\sum_i n_{ii}(r)=n(r)$, and the condition holds.

**Symmetry.** Exchanging $i$ and $j$ also gives $E(r,s)=E(s,r)$. Hence $n(r)h(r,s)=n(s)h(s,r)$ when both densities are nonzero.

**On-top depth.** At $s=r$ the pair function is a sum of squares. Keeping only its diagonal terms and applying the Cauchy–Schwarz inequality gives

$$E(r,r)=\sum_{ij}|n_{ij}(r)|^2\ge\sum_i n_{ii}(r)^2\ge\frac{n(r)^2}{M}.$$

If $n(r)>0$, division by $n(r)$ gives $-h(r,r)\ge n(r)/M$. This is only a lower bound: for orbitals with a single component and no augmentation, $E(r,r)=n(r)^2$ and the depth is $n(r)$ itself.

**Sign at other points.** Suppose the pair densities come from orbitals with components $a$, such as spin components: $n_{ij}(r)=\sum_a\overline{\psi_{ai}(r)}\,\psi_{aj}(r)$. Then

$$\begin{aligned}
E(r,s)&=\sum_{ab}\sum_{ij}\overline{\psi_{ai}(r)}\,\psi_{aj}(r)\,\overline{\psi_{bj}(s)}\,\psi_{bi}(s)\\
&=\sum_{ab}\Bigl|\sum_i\overline{\psi_{ai}(r)}\,\psi_{bi}(s)\Bigr|^2\ge0 .
\end{aligned}$$

Conjugation symmetry and orthonormal pair charges do not guarantee this factorisation. Take two orbitals and two points, labelled from 0, with

$$n(0)=\begin{pmatrix}\tfrac12&1\\1&\tfrac12\end{pmatrix},\qquad
n(1)=\begin{pmatrix}\tfrac12&-1\\-1&\tfrac12\end{pmatrix}$$

as matrices in the orbital indices. Both are Hermitian, they add up to the identity, and each has trace 1. Yet $E(0,1)=\tfrac14-1-1+\tfrac14=-\tfrac32$, so $h(0,1)=+\tfrac32$. The sum rule survives because $h(0,0)=-\tfrac52$.

## Pair densities as a matrix-valued function

The type `G` is the set of grid points and the finite type `ι` labels the orbitals.

In Lean 4 with Mathlib:

```lean
import Mathlib

open ComplexConjugate

namespace AugmentedExchangeHole

noncomputable section

variable {G ι : Type*} [Fintype ι]
```

A single function `n : G → Matrix ι ι ℂ` holds all the pair densities, with `n r i j` for $n_{ij}(r)$. The density is the trace of the matrix at $r$.

```lean
/-- The electron density `n(r) = ∑ i, n_ii(r)`; the entry `n r i j` is the pair density
of orbitals `i` and `j` at the grid point `r`. -/
def density (n : G → Matrix ι ι ℂ) (r : G) : ℂ := ∑ i, n r i i
```

The next two definitions are $E(r,s)$ and $h(r,s)$. Both are complex-valued, so the reality of the hole is something to prove.

```lean
/-- The exchange pair function `∑ i j, n_ij(r) n_ji(s)` of two grid points. -/
def exchangePair (n : G → Matrix ι ι ℂ) (r s : G) : ℂ :=
  ∑ i, ∑ j, n r i j * n s j i

/-- The exchange hole at `s` about a reference electron at `r`. -/
def hole (n : G → Matrix ι ι ℂ) (r s : G) : ℂ :=
  -exchangePair n r s / density n r
```

The pair charge $S_{ij}$ is a sum over the grid, and here `G` must be finite.

```lean
/-- The total charge of the pair density of orbitals `i` and `j`, summed over the grid. -/
def pairCharge [Fintype G] (n : G → Matrix ι ι ℂ) (i j : ι) : ℂ := ∑ r, n r i j
```

Neither the projectors nor the augmentation functions appear. The results apply to any pair densities with the stated properties; whether a particular ultrasoft scheme delivers them on its grid is a separate question.

## Reality from conjugation symmetry

The hypothesis `hn` is $n_{ji}(r)=\overline{n_{ij}(r)}$. In both proofs, `simp` moves the conjugation inside the sums and uses `hn` backwards to replace each conjugate by the entry with exchanged indices.

```lean
/-- The density equals its own complex conjugate when `n_ji(r) = conj n_ij(r)`. -/
theorem density_conj (n : G → Matrix ι ι ℂ)
    (hn : ∀ r i j, n r j i = conj (n r i j)) (r : G) :
    conj (density n r) = density n r := by
  simp only [density, map_sum, ← hn]
```

For the pair function this leaves the two orbital sums in the opposite order, which `Finset.sum_comm` repairs.

```lean
/-- The exchange pair function equals its own complex conjugate when
`n_ji(r) = conj n_ij(r)`. -/
theorem exchangePair_conj (n : G → Matrix ι ι ℂ)
    (hn : ∀ r i j, n r j i = conj (n r i j)) (r s : G) :
    conj (exchangePair n r s) = exchangePair n r s := by
  simp only [exchangePair, map_sum, map_mul, ← hn]
  exact Finset.sum_comm
```

## The sum rule and the condition behind it

The following equivalence assumes only that the density at $r$ is nonzero. It needs neither conjugation symmetry nor orthonormality, and so it identifies exactly which error in the pair charges spoils the sum rule at a given point.

```lean
/-- Where the density is nonzero, the exchange hole sums to `-1` exactly when weighting the
pair densities at `r` with the total pair charges gives back the density at `r`. -/
theorem hole_sum_iff [Fintype G] (n : G → Matrix ι ι ℂ) (r : G) (hr : density n r ≠ 0) :
    ∑ s, hole n r s = -1 ↔
      ∑ i, ∑ j, n r i j * pairCharge n j i = density n r := by
  -- summing over the second point turns its pair densities into pair charges
  have hsum : ∑ s, exchangePair n r s = ∑ i, ∑ j, n r i j * pairCharge n j i := by
    simp only [exchangePair, pairCharge, Finset.mul_sum]
    rw [Finset.sum_comm]
    exact Finset.sum_congr rfl fun i _ => Finset.sum_comm
  simp only [hole]
  rw [← Finset.sum_div, Finset.sum_neg_distrib, hsum, div_eq_iff hr, neg_one_mul, neg_inj]
```

The auxiliary statement `hsum` carries the sum over $s$ past the orbital sums, where it acts on $n_{ji}(s)$ alone and produces $S_{ji}$. The last line takes the common denominator out of the sum, multiplies through by the density, which `hr` permits, and cancels the minus signs.

The main theorem adds the two physical hypotheses, `hn` and the orthonormality condition `hS`. Its conclusion has two parts: the imaginary part of $h(r,s)$ vanishes for every $s$, and the hole sums to $-1$.

```lean
/-- Exchange-hole sum rule: for augmented pair densities with `n_ji(r) = conj n_ij(r)` and
total charges `δ_ij`, the hole about any point of nonzero density is real and sums to `-1`. -/
theorem hole_real_and_sum_rule [Fintype G] [DecidableEq ι] (n : G → Matrix ι ι ℂ)
    (hn : ∀ r i j, n r j i = conj (n r i j))
    (hS : ∀ i j, pairCharge n i j = if i = j then 1 else 0)
    (r : G) (hr : density n r ≠ 0) :
    (∀ s, (hole n r s).im = 0) ∧ ∑ s, hole n r s = -1 := by
  constructor
  · intro s
    apply Complex.conj_eq_iff_im.mp
    rw [hole, map_div₀, map_neg, exchangePair_conj n hn, density_conj n hn]
  · -- orthonormality collapses the double sum to the trace
    apply (hole_sum_iff n r hr).mpr
    simp [hS, density]
```

The first part conjugates numerator and denominator with the two preceding lemmas. The second applies the equivalence from right to left, and `simp` uses `hS` to collapse the double sum to the trace.

For exact exchange with ultrasoft pseudopotentials, this means that the hole of a single determinant removes exactly one electron, provided that the augmented pair charges are orthonormal on the grid actually used. The theorem does not treat fractional occupations, correlation or the Coulomb energy of the hole.

## Symmetry and on-top depth

The symmetry relation requires nonzero density at both points, because each hole is divided by the density at its own reference point. The proof establishes $E(r,s)=E(s,r)$ and cancels the denominators.

```lean
/-- The holes about two points of nonzero density, each weighted with the density at its
reference point, agree: `n(r) h(r,s) = n(s) h(s,r)`. -/
theorem density_mul_hole_symm (n : G → Matrix ι ι ℂ) (r s : G)
    (hr : density n r ≠ 0) (hs : density n s ≠ 0) :
    density n r * hole n r s = density n s * hole n s r := by
  have h : exchangePair n r s = exchangePair n s r := by
    simp only [exchangePair]
    rw [Finset.sum_comm]
    exact Finset.sum_congr rfl fun i _ => Finset.sum_congr rfl fun j _ => mul_comm _ _
  rw [hole, hole, mul_div_cancel₀ _ hr, mul_div_cancel₀ _ hs, h]
```

The depth bound is stated without division by the number of orbitals: $n(r)\le M\,(-h(r,r))$, with `Fintype.card ι` for $M$. Real parts appear because the definitions are complex-valued, and `hr` requires a positive density.

```lean
/-- When `n_ji(r) = conj n_ij(r)` and the density at `r` is positive, the depth of the on-top
exchange hole about `r` times the number of orbitals is at least the density. -/
theorem density_le_card_mul_onTop (n : G → Matrix ι ι ℂ)
    (hn : ∀ r i j, n r j i = conj (n r i j)) (r : G) (hr : 0 < (density n r).re) :
    (density n r).re ≤ (Fintype.card ι : ℝ) * -(hole n r r).re := by
  have hE : exchangePair n r r = ((∑ i, ∑ j, ‖n r i j‖ ^ 2 : ℝ) : ℂ) := by
    simp only [exchangePair]
    push_cast
    refine Finset.sum_congr rfl fun i _ => Finset.sum_congr rfl fun j _ => ?_
    rw [hn r i j, Complex.mul_conj']
  obtain ⟨d, hd⟩ : ∃ d : ℝ, density n r = (d : ℂ) :=
    ⟨_, (Complex.conj_eq_iff_re.mp (density_conj n hn r)).symm⟩
  have hd' : d = ∑ i, (n r i i).re := by
    have h := congrArg Complex.re hd
    simp only [density, Complex.re_sum, Complex.ofReal_re] at h
    exact h.symm
  -- the diagonal pair densities alone bound the pair function from below
  have hdiag : ∑ i, (n r i i).re ^ 2 ≤ ∑ i, ∑ j, ‖n r i j‖ ^ 2 := by
    refine Finset.sum_le_sum fun i _ => ?_
    have h1 : (n r i i).re ^ 2 ≤ ‖n r i i‖ ^ 2 := by
      rw [Complex.sq_norm, Complex.normSq_apply]
      nlinarith [mul_self_nonneg (n r i i).im]
    exact h1.trans (Finset.single_le_sum (f := fun j => ‖n r i j‖ ^ 2)
      (fun j _ => by positivity) (Finset.mem_univ i))
  -- Cauchy-Schwarz over the orbitals
  have hcs : (∑ i, (n r i i).re) ^ 2 ≤ (Fintype.card ι : ℝ) * ∑ i, (n r i i).re ^ 2 := by
    have h := sq_sum_le_card_mul_sum_sq (s := Finset.univ) (f := fun i => (n r i i).re)
    rwa [Finset.card_univ] at h
  rw [hd, Complex.ofReal_re] at hr
  rw [hole, hE, hd, ← Complex.ofReal_neg, ← Complex.ofReal_div, Complex.ofReal_re,
    Complex.ofReal_re, neg_div, neg_neg, ← mul_div_assoc, le_div_iff₀ hr, ← pow_two]
  rw [← hd'] at hcs
  exact hcs.trans (mul_le_mul_of_nonneg_left hdiag (Nat.cast_nonneg _))
```

The steps follow the chain of inequalities above. `hE` writes $E(r,r)$ as a sum of squared moduli, `hdiag` keeps the diagonal terms, and `hcs` is the Cauchy–Schwarz inequality over the orbitals. The final lines write the hole as a real quotient, clear the positive denominator and join the bounds.

## When the pair function is nonnegative

Here `κ` labels the orbital components and `ψ r a i` is $\psi_{ai}(r)$. The hypothesis `hψ` says that the pair densities are built from these components; orthonormality is not required.

```lean
/-- For pair densities built from orbitals with components `ψ r a i`, the exchange pair
function is a sum of squared moduli. -/
theorem exchangePair_eq_sum_sq {κ : Type*} [Fintype κ] (n : G → Matrix ι ι ℂ)
    (ψ : G → κ → ι → ℂ) (hψ : ∀ r i j, n r i j = ∑ a, conj (ψ r a i) * ψ r a j) (r s : G) :
    exchangePair n r s =
      ((∑ a, ∑ b, ‖∑ i, conj (ψ r a i) * ψ s b i‖ ^ 2 : ℝ) : ℂ) := by
  -- move the component sums outside the orbital sums
  have key : ∀ F : ι → ι → κ → κ → ℂ,
      ∑ i, ∑ j, ∑ a, ∑ b, F i j a b = ∑ a, ∑ b, ∑ i, ∑ j, F i j a b := by
    intro F
    calc ∑ i, ∑ j, ∑ a, ∑ b, F i j a b
        = ∑ i, ∑ a, ∑ j, ∑ b, F i j a b :=
          Finset.sum_congr rfl fun i _ => Finset.sum_comm
      _ = ∑ a, ∑ i, ∑ j, ∑ b, F i j a b := Finset.sum_comm
      _ = ∑ a, ∑ i, ∑ b, ∑ j, F i j a b :=
          Finset.sum_congr rfl fun a _ => Finset.sum_congr rfl fun i _ => Finset.sum_comm
      _ = ∑ a, ∑ b, ∑ i, ∑ j, F i j a b :=
          Finset.sum_congr rfl fun a _ => Finset.sum_comm
  simp only [exchangePair, hψ, Finset.sum_mul_sum]
  refine (key _).trans ?_
  push_cast
  refine Finset.sum_congr rfl fun a _ => Finset.sum_congr rfl fun b _ => ?_
  rw [← Complex.mul_conj', map_sum, Finset.sum_mul_sum]
  refine Finset.sum_congr rfl fun i _ => Finset.sum_congr rfl fun j _ => ?_
  rw [map_mul, Complex.conj_conj]
  ring
```

The statement `key` is a reordering of four finite sums that brings the component sums outside. What remains for fixed $a$ and $b$ is a double orbital sum, which the proof matches with the expansion of $|z|^2=z\bar z$ for $z=\sum_i\overline{\psi_{ai}(r)}\,\psi_{bi}(s)$.

The two-point example is entered as two explicit matrices.

```lean
/-- Pair densities of two orbitals on a grid of two points. -/
def twoPointPair : Fin 2 → Matrix (Fin 2) (Fin 2) ℂ :=
  ![!![1/2, 1; 1, 1/2], !![1/2, -1; -1, 1/2]]
```

The theorem about it verifies conjugation symmetry, orthonormal pair charges, the value $1/2$ for each orbital density at each point, and the hole value $3/2$.

```lean
/-- The pair densities `twoPointPair` have the conjugation symmetry and total charges `δ_ij`,
and each orbital has density `1/2` at each point, yet the hole about point 0 is `+3/2` at
point 1. -/
theorem positive_hole_witness :
    (∀ r i j, twoPointPair r j i = conj (twoPointPair r i j)) ∧
    (∀ i j, pairCharge twoPointPair i j = if i = j then 1 else 0) ∧
    (∀ r i, twoPointPair r i i = 1/2) ∧
    hole twoPointPair 0 1 = 3/2 := by
  refine ⟨?_, ?_, ?_, ?_⟩
  · intro r i j
    fin_cases r <;> fin_cases i <;> fin_cases j <;> simp [twoPointPair] <;>
      apply Complex.ext <;> simp
  · intro i j
    fin_cases i <;> fin_cases j <;>
      norm_num [pairCharge, twoPointPair, Fin.sum_univ_two]
  · intro r i
    fin_cases r <;> fin_cases i <;> simp [twoPointPair]
  · norm_num [hole, exchangePair, density, twoPointPair, Fin.sum_univ_two]

end

end AugmentedExchangeHole
```

The first three parts check the entries case by case, and the last evaluates the finite sums. The example shows that the hypotheses of the sum rule are consistent, and that even together with positive densities of the two listed orbitals they do not fix the sign of the hole. That positivity depends on the choice of orbitals: the normalised difference of the two, which may equally be chosen as an occupied orbital, has density $-\tfrac12$ at point 0. It is an algebraic example, not a set of pair densities generated from a particular pseudopotential.

```lean
#print axioms AugmentedExchangeHole.hole_real_and_sum_rule
#print axioms AugmentedExchangeHole.density_mul_hole_symm
#print axioms AugmentedExchangeHole.density_le_card_mul_onTop
#print axioms AugmentedExchangeHole.exchangePair_eq_sum_sq
```

```
'AugmentedExchangeHole.hole_real_and_sum_rule' depends on axioms: [propext, Classical.choice, Quot.sound]
'AugmentedExchangeHole.density_mul_hole_symm' depends on axioms: [propext, Classical.choice, Quot.sound]
'AugmentedExchangeHole.density_le_card_mul_onTop' depends on axioms: [propext, Classical.choice, Quot.sound]
'AugmentedExchangeHole.exchangePair_eq_sum_sq' depends on axioms: [propext, Classical.choice, Quot.sound]
```
